# A semilocal lattice functional cancels the Hartree energy of a split electron for at most one separation beyond its range, if the repulsion strictly decreases with distance

## Densities, repulsion and windows

A density n assigns a real number n_i to each site i of the integer lattice ℤ and is nonzero on only finitely many sites. In Lean this is the type `ℤ →₀ ℝ`. Energies are real numbers in arbitrary units.

```lean
import Mathlib

open Finset

namespace OneElectronSelfInteraction

noncomputable section
```

The pair interaction w gives a real number for each distance 0, 1, 2, …, and the Hartree energy is

E_H(n) = ½ ∑_i ∑_j w(|i−j|) n_i n_j.

The terms with i = j are included, so w(0) is the on-site repulsion. `natAbs` is the distance |i−j| as a natural number.

```lean
/-- The Hartree energy of a lattice density `n` with pair interaction `w`,
one half of the sum of `w(|i-j|) n_i n_j` over all sites `i` and `j`. -/
def hartree (w : ℕ → ℝ) (n : ℤ →₀ ℝ) : ℝ :=
  (1 / 2) * n.sum fun i a => n.sum fun j b => w (i - j).natAbs * a * b
```

A semilocal functional of radius m sees 2m+1 sites at a time. The window around site i has the entries n_(i+k−m) with k = 0, …, 2m, so the entry k = m is the central site.

```lean
/-- The densities on the `2m+1` sites centred at site `i`. -/
def window (m : ℕ) (n : ℤ →₀ ℝ) (i : ℤ) : Fin (2 * m + 1) → ℝ :=
  fun k => n (i + ((k : ℕ) : ℤ) - (m : ℤ))
```

An energy function g of the window, the same at every site, defines

F(n) = ∑_i g(window around i).

Finite differences of the density within the window are allowed, and g need not be continuous. The theorems about cancellation assume g(0) = 0: empty space has no energy. The sum `∑ᶠ` would return 0 if infinitely many terms were nonzero, a case that this condition excludes.

```lean
/-- The semilocal functional of radius `m`: the sum over all sites of an energy `g`
that depends on the density in the window around the site. -/
def semilocal (m : ℕ) (g : (Fin (2 * m + 1) → ℝ) → ℝ) (n : ℤ →₀ ℝ) : ℝ :=
  ∑ᶠ i : ℤ, g (window m n i)
```

One electron is divided into a charge q at site 0 and a charge 1−q at site R. Call this density ρ_R.

```lean
/-- One electron with charge `q` at site `0` and charge `1 - q` at site `R`. -/
def splitDensity (q : ℝ) (R : ℕ) : ℤ →₀ ℝ :=
  Finsupp.single 0 q + Finsupp.single (R : ℤ) (1 - q)
```

## The Hartree energy depends on R through one term

If h(i, x) is additive in the charge x, its sum over ρ_R is h(0, q) + h(R, 1−q). This also holds at R = 0, where the fragments coincide.

```lean
/-- A sum over the split density of a quantity additive in the charge has one term for
each of the two fragments. -/
theorem splitDensity_sum (q : ℝ) (R : ℕ) (h : ℤ → ℝ → ℝ) (h0 : ∀ i, h i 0 = 0)
    (hadd : ∀ i x y, h i (x + y) = h i x + h i y) :
    (splitDensity q R).sum h = h 0 q + h R (1 - q) := by
  unfold splitDensity
  rw [Finsupp.sum_add_index' h0 hadd, Finsupp.sum_single_index (h0 _),
    Finsupp.sum_single_index (h0 _)]
```

Applying this to both sums of the Hartree energy gives

E_H(ρ_R) = ½ [w(0)q² + 2w(R)q(1−q) + w(0)(1−q)²]
= w(0)(q² + (1−q)²)/2 + q(1−q)w(R).

The proof evaluates the inner sum, then the outer one, and simplifies the four distances.

```lean
/-- The Hartree energy of the split electron consists of the on-site energies of the two
fragments and their mutual repulsion `q(1-q)w(R)`. -/
theorem hartree_splitDensity (w : ℕ → ℝ) (q : ℝ) (R : ℕ) :
    hartree w (splitDensity q R) =
      w 0 * (q ^ 2 + (1 - q) ^ 2) / 2 + q * (1 - q) * w R := by
  have inner : ∀ (i : ℤ) (a : ℝ),
      ((splitDensity q R).sum fun j b => w (i - j).natAbs * a * b) =
        w (i - 0).natAbs * a * q + w (i - (R : ℤ)).natAbs * a * (1 - q) := fun i a =>
    splitDensity_sum q R (fun j b => w (i - j).natAbs * a * b)
      (fun _ => mul_zero _) (fun _ _ _ => mul_add _ _ _)
  unfold hartree
  simp only [inner]
  rw [splitDensity_sum q R _ (by intro i; ring) (by intro i x y; ring)]
  have e1 : ((0 : ℤ) - 0).natAbs = 0 := by omega
  have e2 : ((0 : ℤ) - (R : ℤ)).natAbs = R := by omega
  have e3 : ((R : ℤ) - 0).natAbs = R := by omega
  have e4 : ((R : ℤ) - (R : ℤ)).natAbs = 0 := by omega
  rw [e1, e2, e3, e4]
  ring
```

## The semilocal energy does not depend on R beyond 2m

A window around i is nonzero only if some occupied site s equals i+k−m, so i = s−k+m. There are finitely many pairs (s, k), hence finitely many contributions to F.

```lean
/-- If the empty window has zero energy, only finitely many sites contribute to the
semilocal energy. -/
theorem finite_contributions {m : ℕ} {g : (Fin (2 * m + 1) → ℝ) → ℝ} (hg : g 0 = 0)
    (n : ℤ →₀ ℝ) : (Function.support fun i : ℤ => g (window m n i)).Finite := by
  refine ((n.support ×ˢ (Finset.univ : Finset (Fin (2 * m + 1)))).image
    (fun p => p.1 - ((p.2 : ℕ) : ℤ) + (m : ℤ))).finite_toSet.subset ?_
  intro i hi
  have h : window m n i ≠ 0 := fun h => hi (by
    show g (window m n i) = 0
    rw [h, hg])
  obtain ⟨k, hk⟩ := Function.ne_iff.mp h
  rw [Finset.mem_coe, Finset.mem_image]
  exact ⟨(i + ((k : ℕ) : ℤ) - (m : ℤ), k),
    Finset.mem_product.mpr ⟨Finsupp.mem_support_iff.mpr hk, Finset.mem_univ _⟩,
    by dsimp only; ring⟩
```

Two sites in one window are at most 2m apart. If the occupied sites of n and n′ are more than 2m apart, each window therefore sees at most one of the two densities. Since g(0) = 0, each site satisfies

g(window of n+n′) = g(window of n) + g(window of n′),

and summation gives F(n+n′) = F(n) + F(n′). The proof distinguishes whether the window of n is empty; if it is not, `omega` derives the contradiction from the distances.

```lean
/-- If the empty window has zero energy, the semilocal energy is additive over two fragments whose
occupied sites are more than `2m` apart. -/
theorem semilocal_add {m : ℕ} {g : (Fin (2 * m + 1) → ℝ) → ℝ} (hg : g 0 = 0)
    (n n' : ℤ →₀ ℝ) (hsep : ∀ i j, n i ≠ 0 → n' j ≠ 0 → 2 * m < (i - j).natAbs) :
    semilocal m g (n + n') = semilocal m g n + semilocal m g n' := by
  unfold semilocal
  rw [← finsum_add_distrib (finite_contributions hg n) (finite_contributions hg n')]
  refine finsum_congr fun i => ?_
  by_cases h : window m n i = 0
  · have e : window m (n + n') i = window m n' i := by
      funext k
      have hk := congrFun h k
      simp only [window, Pi.zero_apply, Finsupp.add_apply] at hk ⊢
      rw [hk, zero_add]
    rw [e, h, hg, zero_add]
  · -- a window that sees the first fragment cannot see the second
    obtain ⟨k, hk⟩ := Function.ne_iff.mp h
    have h' : window m n' i = 0 := by
      funext l
      by_contra hl
      have hd := hsep (i + ((k : ℕ) : ℤ) - (m : ℤ)) (i + ((l : ℕ) : ℤ) - (m : ℤ)) hk hl
      have hk' := k.isLt
      have hl' := l.isLt
      omega
    have e : window m (n + n') i = window m n i := by
      funext l
      have hl := congrFun h' l
      simp only [window, Pi.zero_apply, Finsupp.add_apply] at hl ⊢
      rw [hl, add_zero]
    rw [e, h', hg, add_zero]
```

Shifting the summation index by a shows that a charge b at site a has the same semilocal energy as a charge b at site 0. Call it f(b).

```lean
/-- The semilocal energy of a charge on a single site does not depend on the site. -/
theorem semilocal_single (m : ℕ) (g : (Fin (2 * m + 1) → ℝ) → ℝ) (a : ℤ) (b : ℝ) :
    semilocal m g (Finsupp.single a b) = semilocal m g (Finsupp.single 0 b) := by
  unfold semilocal
  rw [← finsum_comp_equiv (Equiv.addRight a)]
  refine finsum_congr fun i => congrArg g ?_
  funext k
  simp only [window, Equiv.coe_addRight, Finsupp.single_apply]
  exact if_congr (by omega) rfl rfl
```

For R > 2m, the last two steps give

F(ρ_R) = f(q) + f(1−q).

```lean
/-- If the empty window has zero energy, the semilocal energy of the split electron beyond the range
`2m` is the sum of two one-site energies, with no dependence on the separation `R`. -/
theorem semilocal_splitDensity {m : ℕ} {g : (Fin (2 * m + 1) → ℝ) → ℝ} (hg : g 0 = 0)
    (q : ℝ) {R : ℕ} (hR : 2 * m < R) :
    semilocal m g (splitDensity q R) =
      semilocal m g (Finsupp.single 0 q) + semilocal m g (Finsupp.single 0 (1 - q)) := by
  unfold splitDensity
  rw [semilocal_add hg, semilocal_single m g (R : ℤ)]
  intro i j hi hj
  have hi' : 0 = i := by
    by_contra h
    exact hi (by rw [Finsupp.single_apply, if_neg h])
  have hj' : (R : ℤ) = j := by
    by_contra h
    exact hj (by rw [Finsupp.single_apply, if_neg h])
  omega
```

## At most one separation

Let w be strictly decreasing on positive distances, as a repulsion that weakens with distance is, and let 0 < q < 1. If E_H + F vanishes at both R and R′, each larger than 2m, subtraction leaves

q(1−q)(w(R) − w(R′)) = 0.

The prefactor is positive, so w(R) = w(R′), and strict decrease gives R = R′. The hypothesis `StrictAntiOn w (Set.Ioi 0)` leaves w(0) free.

A single electron does not repel itself, so its exact exchange-correlation energy is −E_H. With an approximate functional F in its place, the remainder E_H + F is the self-interaction error. The theorem concerns this error in a model of a stretched one-electron bond, with a prescribed density on a one-dimensional lattice and a functional of finite range. Kinetic energy and minimisation over densities do not enter.

```lean
/-- For an interaction strictly decreasing on positive distances, a semilocal functional of radius
`m` with `g 0 = 0` cancels the Hartree energy of the split electron with `0 < q < 1` for at most one
separation beyond `2m`. -/
theorem cancellation_at_most_once {m : ℕ} {w : ℕ → ℝ} (hw : StrictAntiOn w (Set.Ioi 0))
    {q : ℝ} (hq0 : 0 < q) (hq1 : q < 1) {g : (Fin (2 * m + 1) → ℝ) → ℝ} (hg : g 0 = 0)
    {R R' : ℕ} (hR : 2 * m < R) (hR' : 2 * m < R')
    (h : hartree w (splitDensity q R) + semilocal m g (splitDensity q R) = 0)
    (h' : hartree w (splitDensity q R') + semilocal m g (splitDensity q R') = 0) :
    R = R' := by
  rw [hartree_splitDensity, semilocal_splitDensity hg q hR] at h
  rw [hartree_splitDensity, semilocal_splitDensity hg q hR'] at h'
  -- only the mutual repulsion of the fragments depends on the separation
  have hne : q * (1 - q) ≠ 0 := (mul_pos hq0 (sub_pos.mpr hq1)).ne'
  have e : w R = w R' := mul_left_cancel₀ hne (by linarith)
  exact hw.injOn (Set.mem_Ioi.mpr (by omega)) (Set.mem_Ioi.mpr (by omega)) e
```

For m = 1 and q = ½, a function g of n_(i−1), n_i and n_(i+1) is a function of the three-site window. Cancellation for all R ≥ 3 would include R = 3 and R = 4, and the previous theorem would give 3 = 4. The function g is chosen before R, but it may depend on w.

```lean
/-- For an interaction strictly decreasing on positive distances, no functional built from the
density on a site and its two neighbours, with zero energy for empty space, cancels the Hartree
energy of an electron split into halves at sites `0` and `R` for all `R ≥ 3`. -/
theorem no_three_site_cancellation {w : ℕ → ℝ} (hw : StrictAntiOn w (Set.Ioi 0)) :
    ¬ ∃ g : ℝ → ℝ → ℝ → ℝ, g 0 0 0 = 0 ∧ ∀ R : ℕ, 3 ≤ R →
      hartree w (splitDensity (1 / 2) R) +
        ∑ᶠ i : ℤ, g (splitDensity (1 / 2) R (i - 1)) (splitDensity (1 / 2) R i)
          (splitDensity (1 / 2) R (i + 1)) = 0 := by
  rintro ⟨g, hg, h⟩
  obtain ⟨G, hG⟩ : ∃ G : (Fin (2 * 1 + 1) → ℝ) → ℝ, ∀ v, G v =
      g (v ⟨0, by norm_num⟩) (v ⟨1, by norm_num⟩) (v ⟨2, by norm_num⟩) :=
    ⟨fun v => g (v ⟨0, by norm_num⟩) (v ⟨1, by norm_num⟩) (v ⟨2, by norm_num⟩),
      fun _ => rfl⟩
  have e : ∀ n : ℤ →₀ ℝ,
      semilocal 1 G n = ∑ᶠ i : ℤ, g (n (i - 1)) (n i) (n (i + 1)) := by
    intro n
    unfold semilocal
    refine finsum_congr fun i => ?_
    have h0 : window 1 n i ⟨0, by norm_num⟩ = n (i - 1) :=
      congrArg n (show i + ((0 : ℕ) : ℤ) - ((1 : ℕ) : ℤ) = i - 1 by omega)
    have h1 : window 1 n i ⟨1, by norm_num⟩ = n i :=
      congrArg n (show i + ((1 : ℕ) : ℤ) - ((1 : ℕ) : ℤ) = i by omega)
    have h2 : window 1 n i ⟨2, by norm_num⟩ = n (i + 1) :=
      congrArg n (show i + ((2 : ℕ) : ℤ) - ((1 : ℕ) : ℤ) = i + 1 by omega)
    rw [hG, h0, h1, h2]
  have hG0 : G 0 = 0 := by
    rw [hG]
    exact hg
  -- compare the separations 3 and 4
  have h34 : (3 : ℕ) = 4 :=
    cancellation_at_most_once (m := 1) (q := 1 / 2) hw (by norm_num) (by norm_num) hG0
      (by norm_num) (by norm_num)
      (by rw [e]; exact h 3 (by norm_num)) (by rw [e]; exact h 4 (by norm_num))
  omega
```

## Cancellation at a chosen separation

One separation can be achieved. For any R₀, take g(v) = −E_H(ρ_(R₀)) v_m, where v_m is the central entry of the window v. Summing over sites counts the total charge q + (1−q) = 1, so F(ρ_R) = −E_H(ρ_(R₀)) for every R, and

E_H(ρ_R) + F(ρ_R) = q(1−q)(w(R) − w(R₀)).

The error vanishes at R = R₀. This identity needs no condition on w or q.

```lean
/-- For any chosen separation `R₀` there is a semilocal functional that leaves the error
`q(1-q)(w(R) - w(R₀))` at every separation `R`. -/
theorem exact_at_chosen_separation (m : ℕ) (w : ℕ → ℝ) (q : ℝ) (R₀ : ℕ) :
    ∃ g : (Fin (2 * m + 1) → ℝ) → ℝ, g 0 = 0 ∧ ∀ R : ℕ,
      hartree w (splitDensity q R) + semilocal m g (splitDensity q R) =
        q * (1 - q) * (w R - w R₀) := by
  -- an energy proportional to the local density only counts the total charge
  have hc : ∀ (c : ℝ) (R : ℕ),
      semilocal m (fun v => c * v ⟨m, by omega⟩) (splitDensity q R) = c := by
    intro c R
    have e : ∀ i : ℤ, window m (splitDensity q R) i ⟨m, by omega⟩ = splitDensity q R i :=
      fun i => congrArg (splitDensity q R) (show i + (m : ℤ) - (m : ℤ) = i by ring)
    have hs : (Function.support fun i : ℤ => c * splitDensity q R i) ⊆
        ↑(splitDensity q R).support := fun i hi =>
      Finset.mem_coe.mpr (Finsupp.mem_support_iff.mpr (right_ne_zero_of_mul hi))
    unfold semilocal
    simp only [e]
    rw [finsum_eq_sum_of_support_subset _ hs]
    exact (splitDensity_sum q R (fun _ x => c * x) (fun _ => mul_zero _)
      (fun _ _ _ => mul_add _ _ _)).trans (show c * q + c * (1 - q) = c by ring)
  refine ⟨fun v => -(hartree w (splitDensity q R₀)) * v ⟨m, by omega⟩,
    mul_zero _, fun R => ?_⟩
  rw [hc, hartree_splitDensity, hartree_splitDensity]
  ring

end

end OneElectronSelfInteraction
```

```lean
#print axioms OneElectronSelfInteraction.cancellation_at_most_once
#print axioms OneElectronSelfInteraction.no_three_site_cancellation
#print axioms OneElectronSelfInteraction.exact_at_chosen_separation
```

```
'OneElectronSelfInteraction.cancellation_at_most_once' depends on axioms: [propext, Classical.choice, Quot.sound]
'OneElectronSelfInteraction.no_three_site_cancellation' depends on axioms: [propext, Classical.choice, Quot.sound]
'OneElectronSelfInteraction.exact_at_chosen_separation' depends on axioms: [propext, Classical.choice, Quot.sound]
```
